# Gradient bound after an inexact Newton step on an energy surface with Lipschitz Hessian

In a second-order SCF calculation with unshifted Newton steps, each macro-iteration solves the Newton equation $Hs=-g$ by micro-iterations, and a threshold decides when to stop them. Each micro-iteration costs a product of the Hessian with a trial vector, so a threshold that is too tight wastes work. One that is too loose can leave a large gradient after the step.

Write $g(y)$ and $H(y)$ for the gradient and Hessian of the energy $E$ at $y$, with $g=g(x)$ and $H=H(x)$ at the current point $x$. Suppose that $E$ is twice continuously differentiable, that its Hessian is Lipschitz with constant $L$, and that $\|H^{-1}\|\le 1/m$ with $m>0$. If the micro-iterations stop at a step $s$ with $\|Hs+g\|\le t\|g\|$, then

$$\|g(x+s)\|\le t\|g\|+\frac{L(1+t)^2\|g\|^2}{2m^2}.$$

The first term comes from stopping early. The second comes from the change of the curvature along the step, and at $t=0$, when the linear equation is solved exactly, it is what remains. For $0\le t\le1$, once the first term is no larger than this remainder at $t=0$, further micro-iterations can improve the guarantee by at most a factor of five.

## The energy surface and its Hessian

The parameters live in a real Hilbert space $V$. Euclidean $\mathbb R^n$ is the case of a finite set of SCF parameters, such as the non-redundant orbital rotations in a finite basis.

```lean
import Mathlib

open scoped NNReal

namespace InexactNewtonSCF

noncomputable section

variable {V : Type*} [NormedAddCommGroup V] [InnerProductSpace ℝ V] [CompleteSpace V]
```

The gradient is the vector that represents the first derivative through the inner product, $dE(y)[v]=\langle g(y),v\rangle$. The Hessian is the derivative of the gradient, a linear operator that sends a displacement to the first-order change of $g$. All norms below belong to this inner product, and operators carry the corresponding operator norm. A change of metric therefore changes $\|g\|$, $m$ and $L$ together.

```lean
/-- The Hessian of the energy `E` at `x`: the derivative of the gradient, as a linear operator.
It is meant for energies whose gradient is differentiable at `x`. -/
def hessian (E : V → ℝ) (x : V) : V →L[ℝ] V := fderiv ℝ (gradient E) x
```

Lean's `fderiv` returns zero where a function has no derivative, so `hessian` has its intended meaning only if the gradient is differentiable. This follows from $E\in C^2$: the first derivative $dE$ is then differentiable, and the gradient is $dE$ followed by the fixed linear Riesz map from covectors to vectors. In the proof `J` is that map, `h1` is the differentiability of $dE$, and the last line composes the two.

```lean
/-- The gradient of a twice continuously differentiable energy is differentiable. -/
theorem differentiable_gradient {E : V → ℝ} (hE : ContDiff ℝ 2 E) :
    Differentiable ℝ (gradient E) := by
  -- the Riesz map from covectors to vectors, as a real linear map
  let J : StrongDual ℝ V →L[ℝ] V := LinearMap.mkContinuous
    { toFun := fun φ => (InnerProductSpace.toDual ℝ V).symm φ
      map_add' := fun a b => map_add _ a b
      map_smul' := fun c a => by simp } 1 (fun φ => by simp)
  have h1 : Differentiable ℝ (fderiv ℝ E) :=
    (hE.fderiv_right (m := 1) one_add_one_eq_two.le).differentiable (by simp)
  have h2 : gradient E = fun x => J (fderiv ℝ E x) := rfl
  rw [h2]
  exact J.differentiable.comp h1
```

## The error of the linear model

The Newton equation replaces the gradient at $x+s$ by $g+Hs$. To find the error, follow it along the segment from $x$ to $x+s$:

$$r(\tau)=g(x+\tau s)-g-\tau Hs,\qquad r(0)=0,\qquad r'(\tau)=\bigl(H(x+\tau s)-H\bigr)s .$$

At parameter $\tau\in[0,1]$ the Hessian has changed by at most $L\tau\|s\|$, so $\|r'(\tau)\|\le L\tau\|s\|^2$. Integration gives

$$\|g(x+s)-g-Hs\|=\|r(1)\|\le\int_0^1 L\tau\|s\|^2\,d\tau=\frac{L\|s\|^2}{2}.$$

The hypothesis `LipschitzWith L (hessian E)` states the Lipschitz condition on the whole space, with `L` a non-negative real. Physically, $L$ limits how fast the curvature can vary, and so measures the anharmonicity of the energy surface.

The Lean proof obtains the integrated bound by comparison. `hf` is the formula for $r'(\tau)$, and `hB` differentiates the comparison function $L\|s\|^2\tau^2/2$. The Mathlib lemma used in `key` says that if $\|r\|$ starts below such a function and $\|r'\|$ never exceeds its derivative, then $\|r\|$ stays below it. The `calc` block supplies the estimate of $\|r'(\tau)\|$.

```lean
/-- If the Hessian of a C² energy is `L`-Lipschitz, the linear model of the gradient is wrong
by at most `L ‖s‖² / 2` after a step `s`. -/
theorem gradient_remainder {E : V → ℝ} {L : ℝ≥0} (hE : ContDiff ℝ 2 E)
    (hL : LipschitzWith L (hessian E)) (x s : V) :
    ‖gradient E (x + s) - gradient E x - hessian E x s‖ ≤ L * ‖s‖ ^ 2 / 2 := by
  have hd := differentiable_gradient hE
  -- follow the error of the linear model along the segment from x to x + s
  have hf : ∀ τ : ℝ, HasDerivAt
      (fun τ : ℝ => gradient E (x + τ • s) - gradient E x - τ • hessian E x s)
      (hessian E (x + τ • s) s - hessian E x s) τ := by
    intro τ
    have hline : HasDerivAt (fun τ : ℝ => x + τ • s) s τ := by
      simpa using ((hasDerivAt_id τ).smul_const s).const_add x
    have h2 : HasDerivAt (fun τ : ℝ => gradient E (x + τ • s))
        (hessian E (x + τ • s) s) τ := by
      have hF : HasFDerivAt (gradient E) (hessian E (x + τ • s)) (x + τ • s) :=
        (hd (x + τ • s)).hasFDerivAt
      have hc := hF.comp_hasDerivAt τ hline
      exact hc
    have h3 : HasDerivAt (fun τ : ℝ => τ • hessian E x s) (hessian E x s) τ := by
      simpa using (hasDerivAt_id τ).smul_const (hessian E x s)
    exact (h2.sub_const _).fun_sub h3
  have hB : ∀ τ : ℝ, HasDerivAt (fun τ : ℝ => L * ‖s‖ ^ 2 / 2 * τ ^ 2)
      (L * ‖s‖ ^ 2 * τ) τ := fun τ =>
    ((hasDerivAt_pow 2 τ).const_mul _).congr_deriv (by norm_num; ring)
  have key := image_norm_le_of_norm_deriv_right_le_deriv_boundary (a := 0) (b := 1)
    (fun τ _ => (hf τ).continuousAt.continuousWithinAt)
    (fun τ _ => (hf τ).hasDerivWithinAt) (by simp) hB
    (by
      intro τ hτ
      -- the Hessian has changed by at most L τ ‖s‖
      have h1 : ‖hessian E (x + τ • s) - hessian E x‖ ≤ L * (τ * ‖s‖) := by
        have h := hL.dist_le_mul (x + τ • s) x
        rwa [dist_eq_norm, dist_eq_norm, add_sub_cancel_left, norm_smul,
          Real.norm_of_nonneg hτ.1] at h
      calc ‖hessian E (x + τ • s) s - hessian E x s‖
          = ‖(hessian E (x + τ • s) - hessian E x) s‖ := rfl
        _ ≤ ‖hessian E (x + τ • s) - hessian E x‖ * ‖s‖ :=
            ContinuousLinearMap.le_opNorm _ _
        _ ≤ L * (τ * ‖s‖) * ‖s‖ := by gcongr
        _ = L * ‖s‖ ^ 2 * τ := by ring)
    (Set.right_mem_Icc.mpr zero_le_one)
  simpa using key
```

## From the inverse Hessian to a smallest curvature

A bound on the inverse limits how weakly the Hessian can act. If $B$ is a left inverse of $A$ and $\|B\|\le1/m$, then

$$\|v\|=\|BAv\|\le\frac1m\|Av\|,\qquad\text{hence}\qquad m\|v\|\le\|Av\| .$$

With $A=H$ and $B=H^{-1}$ this turns $\|H^{-1}\|\le1/m$ into the form that the later theorems assume, there called `hH`. In finite dimension it says that every Hessian eigenvalue has absolute value at least $m$. Negative eigenvalues are allowed, so $x$ may lie near a saddle point. Zero eigenvalues are excluded. Redundant rotations produce them at a stationary point, so it is best to remove these rotations first.

```lean
omit [CompleteSpace V] in
/-- If an operator `A` has a left inverse `B` of norm at most `1/m`, with `m > 0`, then `A`
stretches every vector by at least the factor `m`. -/
theorem stretch_of_inverse {A B : V →L[ℝ] V} {m : ℝ} (hm : 0 < m)
    (hBA : ∀ v, B (A v) = v) (hB : ‖B‖ ≤ 1 / m) (v : V) : m * ‖v‖ ≤ ‖A v‖ := by
  have h : ‖v‖ ≤ 1 / m * ‖A v‖ := by
    calc ‖v‖ = ‖B (A v)‖ := by rw [hBA]
      _ ≤ ‖B‖ * ‖A v‖ := B.le_opNorm _
      _ ≤ 1 / m * ‖A v‖ := by gcongr
  calc m * ‖v‖ ≤ m * (1 / m * ‖A v‖) := by gcongr
    _ = ‖A v‖ := by field_simp
```

## The gradient after the step

The residual condition limits the length of the step. Since $Hs=(Hs+g)-g$,

$$m\|s\|\le\|Hs\|\le\|Hs+g\|+\|g\|\le(1+t)\|g\|,\qquad\text{so}\qquad \|s\|\le\frac{(1+t)\|g\|}{m}.$$

The new gradient is the residual of the micro-iterations plus the error of the linear model:

$$g(x+s)=(Hs+g)+\bigl(g(x+s)-g-Hs\bigr).$$

The triangle inequality and the two estimates now give

$$\|g(x+s)\|\le t\|g\|+\frac{L\|s\|^2}{2}\le t\|g\|+\frac{L(1+t)^2\|g\|^2}{2m^2}.$$

In the theorem below, `hE` is the smoothness of the energy, `hL` the Lipschitz condition, `hH` the lower bound on the Hessian at $x$, and `hs` the stopping criterion. The residual in `hs` belongs to the unshifted Newton equation. A trust-region step that solves $(H+\mu)s=-g$ with a level shift $\mu$ has $Hs+g=-\mu s$, and this counts towards $t$.

The proof has the same order as the derivation: `hlen` bounds the step, `hrem` recalls the error of the linear model, `hquad` inserts the step length into it, and `h2` is the triangle inequality. `linarith` adds them up.

```lean
/-- Inexact Newton step: let a C² energy have an `L`-Lipschitz Hessian that stretches vectors
at `x` by at least `m > 0`. If the micro-iterations reach a residual of at most `t ‖g‖`, the
new gradient is at most `t ‖g‖ + L (1 + t)² ‖g‖² / (2 m²)`. -/
theorem inexact_newton_bound {E : V → ℝ} {L : ℝ≥0} {m t : ℝ} {x s : V}
    (hE : ContDiff ℝ 2 E) (hL : LipschitzWith L (hessian E)) (hm : 0 < m)
    (hH : ∀ v, m * ‖v‖ ≤ ‖hessian E x v‖)
    (hs : ‖hessian E x s + gradient E x‖ ≤ t * ‖gradient E x‖) :
    ‖gradient E (x + s)‖ ≤ t * ‖gradient E x‖
      + L * (1 + t) ^ 2 * ‖gradient E x‖ ^ 2 / (2 * m ^ 2) := by
  -- the step cannot be longer than (1 + t) ‖g‖ / m
  have hlen : ‖s‖ ≤ (1 + t) * ‖gradient E x‖ / m := by
    rw [le_div_iff₀ hm]
    have h := norm_sub_le (hessian E x s + gradient E x) (gradient E x)
    rw [add_sub_cancel_right] at h
    linarith [hH s]
  have hrem := gradient_remainder hE hL x s
  rw [sub_sub, add_comm (gradient E x)] at hrem
  have hquad : L * ‖s‖ ^ 2 / 2
      ≤ L * (1 + t) ^ 2 * ‖gradient E x‖ ^ 2 / (2 * m ^ 2) := by
    calc L * ‖s‖ ^ 2 / 2 ≤ L * ((1 + t) * ‖gradient E x‖ / m) ^ 2 / 2 := by gcongr
      _ = _ := by field_simp
  -- new gradient = residual of the micro-iterations + error of the linear model
  have h2 := norm_sub_norm_le (gradient E (x + s)) (hessian E x s + gradient E x)
  linarith
```

The theorem concerns one step and the norm of the gradient. It does not say that the energy falls, or that a sequence of such steps converges. It also compares gradients in one fixed set of coordinates. An SCF program that re-expands the orbital rotations around the updated orbitals measures its next gradient in new coordinates, and the change of coordinates then needs its own estimate.

## When a tighter threshold gains little

For an exact solution, $t=0$, the bound reduces to

$$Q=\frac{L\|g\|^2}{2m^2}.$$

Now let $0\le t\le1$ and $t\le L\|g\|/(2m^2)$. The second condition gives $t\|g\|\le Q$, and the first gives $(1+t)^2\le4$. Therefore

$$\|g(x+s)\|\le t\|g\|+(1+t)^2Q\le Q+4Q=5Q .$$

The sensible relative threshold thus shrinks in proportion to the gradient. As an illustration, take $L/(2m^2)=10$ and $\|g\|=10^{-3}$ in matching units. Then $Q=10^{-5}$, and the condition on $t$ reads $t\le10^{-2}$. At $t=10^{-2}$ the bound on the new gradient is about $2.0\times10^{-5}$; at $t=10^{-6}$ it is about $1.0\times10^{-5}$. Four more orders of magnitude in the linear solver halve the guarantee.

This compares guarantees. On a particular surface the gradient after an exact step may lie far below $Q$, especially if $L$ is a generous estimate, and tighter micro-iterations may then still reduce the actual gradient.

In the Lean proof, `h1` is $t\|g\|\le Q$, `h2` is $(1+t)^2\le4$, and `h3` is the resulting bound on the quadratic term.

```lean
/-- Let a C² energy have an `L`-Lipschitz Hessian that stretches vectors at `x` by at least `m > 0`.
If a step leaves a residual of at most `t ‖g‖` in the Newton equation, with `t` in `[0, 1]` and
`t ≤ L ‖g‖ / (2 m²)`, the new gradient is at most five times `L ‖g‖² / (2 m²)`, the bound for an
exactly solved Newton step. -/
theorem loose_solve_suffices {E : V → ℝ} {L : ℝ≥0} {m t : ℝ} {x s : V}
    (hE : ContDiff ℝ 2 E) (hL : LipschitzWith L (hessian E)) (hm : 0 < m)
    (hH : ∀ v, m * ‖v‖ ≤ ‖hessian E x v‖)
    (hs : ‖hessian E x s + gradient E x‖ ≤ t * ‖gradient E x‖)
    (ht0 : 0 ≤ t) (ht1 : t ≤ 1) (ht : t ≤ L * ‖gradient E x‖ / (2 * m ^ 2)) :
    ‖gradient E (x + s)‖ ≤ 5 * (L * ‖gradient E x‖ ^ 2 / (2 * m ^ 2)) := by
  have h := inexact_newton_bound hE hL hm hH hs
  have h1 : t * ‖gradient E x‖ ≤ L * ‖gradient E x‖ ^ 2 / (2 * m ^ 2) := by
    calc _ ≤ L * ‖gradient E x‖ / (2 * m ^ 2) * ‖gradient E x‖ := by gcongr
      _ = _ := by ring
  have h2 : (1 + t) ^ 2 ≤ 4 := by nlinarith
  have h3 : L * (1 + t) ^ 2 * ‖gradient E x‖ ^ 2 / (2 * m ^ 2)
      ≤ 4 * (L * ‖gradient E x‖ ^ 2 / (2 * m ^ 2)) := by
    calc _ = (1 + t) ^ 2 * (L * ‖gradient E x‖ ^ 2 / (2 * m ^ 2)) := by ring
      _ ≤ _ := by gcongr
  linarith
```

## A cubic energy that attains the bound

The constants in the main inequality cannot be improved from the same data, as an example in one dimension shows. Take $a,m>0$, $L\ge0$ and

$$E(y)=-ay+\frac m2y^2+\frac L6y^3 .$$

For $L>0$ this function is unbounded below, so it serves as a test of the inequality and not as a model of a molecule.

```lean
/-- A one-dimensional energy with slope `-a`, curvature `m` and third derivative `L` at zero. -/
def cubicEnergy (a m L : ℝ) (x : ℝ) : ℝ := -a * x + m / 2 * x ^ 2 + L / 6 * x ^ 3
```

Its gradient and Hessian are

$$g(y)=-a+my+\frac L2y^2,\qquad H(y)=m+Ly .$$

The Hessian is Lipschitz with constant $L$. At the starting point $x=0$ the gradient has norm $a$ and the Hessian is multiplication by $m$. For any $t\ge0$ take the step $s=(1+t)a/m$, which overshoots the exact Newton step $a/m$ by the fraction $t$. Then

$$H(0)s+g(0)=(1+t)a-a=ta,$$

so the residual condition holds with equality, and

$$g(s)=-a+(1+t)a+\frac L2\,\frac{(1+t)^2a^2}{m^2}=ta+\frac{L(1+t)^2a^2}{2m^2}.$$

Residual and model error have the same sign here, so nothing cancels and the bound is an equality. This includes $t=0$: with an exact linear solve, the new gradient is exactly $Q$.

The theorem lists the conditions of the main bound for this energy, followed by the equality. In the proof, `hg` and `hh` are the closed forms of the gradient and the Hessian. The bulleted parts then check smoothness, the Lipschitz condition, the lower bound on the Hessian, the residual and the final equality; the gradient norm at zero is supplied by `hn`.

```lean
/-- For `a, m > 0` and every `t ≥ 0`, the cubic energy and the step `(1 + t) a / m` from zero
meet all conditions of the inexact Newton bound, and the bound is an equality. -/
theorem inexact_newton_bound_sharp {a m t : ℝ} (L : ℝ≥0) (ha : 0 < a) (hm : 0 < m)
    (ht : 0 ≤ t) :
    let E := cubicEnergy a m L
    let s := (1 + t) * a / m
    ContDiff ℝ 2 E ∧ LipschitzWith L (hessian E) ∧ (∀ v, m * ‖v‖ ≤ ‖hessian E 0 v‖) ∧
      ‖gradient E 0‖ = a ∧ ‖hessian E 0 s + gradient E 0‖ = t * ‖gradient E 0‖ ∧
      ‖gradient E (0 + s)‖ = t * ‖gradient E 0‖
        + L * (1 + t) ^ 2 * ‖gradient E 0‖ ^ 2 / (2 * m ^ 2) := by
  intro E s
  have hg : gradient E = fun x => -a + m * x + L / 2 * x ^ 2 := by
    funext x
    have h : HasDerivAt E _ x :=
      (((hasDerivAt_id x).const_mul (-a)).fun_add
        ((hasDerivAt_pow 2 x).const_mul (m / 2))).fun_add
        ((hasDerivAt_pow 3 x).const_mul ((L : ℝ) / 6))
    have h' : HasDerivAt E (-a + m * x + L / 2 * x ^ 2) x :=
      h.congr_deriv (by norm_num; ring)
    exact h'.hasGradientAt'.gradient
  have hh : ∀ x v, hessian E x v = (m + L * x) * v := by
    intro x v
    have h : HasDerivAt (fun x : ℝ => -a + m * x + L / 2 * x ^ 2) (m + L * x) x :=
      ((((hasDerivAt_id x).const_mul m).const_add (-a)).fun_add
        ((hasDerivAt_pow 2 x).const_mul ((L : ℝ) / 2))).congr_deriv (by norm_num; ring)
    rw [hessian, hg, h.hasFDerivAt.fderiv]
    simp [mul_comm]
  have hg0 : gradient E 0 = -a := by simp [hg]
  have hn : ‖gradient E 0‖ = a := by rw [hg0, norm_neg, Real.norm_of_nonneg ha.le]
  refine ⟨?_, ?_, ?_, hn, ?_, ?_⟩
  · change ContDiff ℝ 2 (fun x : ℝ => -a * x + m / 2 * x ^ 2 + (L : ℝ) / 6 * x ^ 3)
    fun_prop
  · refine LipschitzWith.of_dist_le_mul fun x y => ?_
    rw [dist_eq_norm, dist_eq_norm]
    refine ContinuousLinearMap.opNorm_le_bound _ (by positivity) fun v => le_of_eq ?_
    have h : (hessian E x - hessian E y) v = L * (x - y) * v := by
      change hessian E x v - hessian E y v = _
      rw [hh, hh]
      ring
    rw [h, norm_mul, norm_mul, Real.norm_of_nonneg L.coe_nonneg]
  · intro v
    rw [hh, mul_zero, add_zero, norm_mul, Real.norm_of_nonneg hm.le]
  · have h : hessian E 0 s + gradient E 0 = t * a := by
      rw [hh, hg0]
      simp only [s]
      field_simp
      ring
    rw [h, hn, Real.norm_of_nonneg (by positivity)]
  · have h : gradient E (0 + s) = t * a + L * (1 + t) ^ 2 * a ^ 2 / (2 * m ^ 2) := by
      rw [hg]
      simp only [s, zero_add]
      field_simp
      ring
    rw [h, hn, Real.norm_of_nonneg (by positivity)]

end

end InexactNewtonSCF
```

```lean
#print axioms InexactNewtonSCF.stretch_of_inverse
#print axioms InexactNewtonSCF.inexact_newton_bound
#print axioms InexactNewtonSCF.loose_solve_suffices
#print axioms InexactNewtonSCF.inexact_newton_bound_sharp
```

```
'InexactNewtonSCF.stretch_of_inverse' depends on axioms: [propext, Classical.choice, Quot.sound]
'InexactNewtonSCF.inexact_newton_bound' depends on axioms: [propext, Classical.choice, Quot.sound]
'InexactNewtonSCF.loose_solve_suffices' depends on axioms: [propext, Classical.choice, Quot.sound]
'InexactNewtonSCF.inexact_newton_bound_sharp' depends on axioms: [propext, Classical.choice, Quot.sound]
```
